# Unnormalised trace of σy with n asymmetric Trotter slices of a spin-1/2

For a single two-level system, let S = exp(a σx) exp(b σz) be one asymmetric Trotter slice, with a and b any complex numbers. `trace_slice_pow` states that if cosh θ = cosh a cosh b, then sinh θ tr(σy Sⁿ) = −2i sinh a sinh b sinh(nθ) for every natural number n. The trace is not divided by tr Sⁿ, so it is not a normalised expectation value, and where sinh θ = 0 the identity does not determine it. The proof first seeks the Cayley–Hamilton relation S² = 2 cosh θ S − 1, entry by entry. Induction then reduces sinh θ Sⁿ to a combination of S and the identity, whose traces with σy are computed directly.

Lean 4 with Mathlib refuses this proof:

```lean
import Mathlib

open Filter Topology Matrix

namespace TraceSlicePow

noncomputable section

/-- The Pauli matrix `σx`. -/
def σx : Matrix (Fin 2) (Fin 2) ℂ := !![0, 1; 1, 0]

/-- The Pauli matrix `σy`, the imaginary, current-like observable. -/
def σy : Matrix (Fin 2) (Fin 2) ℂ := !![0, -Complex.I; Complex.I, 0]

/-- The Pauli matrix `σz`. -/
def σz : Matrix (Fin 2) (Fin 2) ℂ := !![1, 0; 0, -1]

/-- One asymmetric Trotter slice, `exp(a σx) exp(b σz)`. -/
def slice (a b : ℂ) : Matrix (Fin 2) (Fin 2) ℂ :=
  NormedSpace.exp (a • σx) * NormedSpace.exp (b • σz)

/-- A matrix `A` with `A² = 1` has the exponential `exp(z A) = cosh z + sinh z A`. -/
theorem exp_of_sq_eq_one (z : ℂ) {A : Matrix (Fin 2) (Fin 2) ℂ} (hA : A * A = 1) :
    NormedSpace.exp (z • A) = Complex.cosh z • 1 + Complex.sinh z • A := by
  have hE (k : ℕ) : A ^ (2 * k) = 1 := by rw [pow_mul, pow_two, hA, one_pow]
  -- even powers sum to cosh, odd powers to sinh
  have h : HasSum (fun n : ℕ => ((n.factorial : ℂ)⁻¹) • (z • A) ^ n)
      (Complex.cosh z • (1 : Matrix (Fin 2) (Fin 2) ℂ) + Complex.sinh z • A) := by
    apply HasSum.even_add_odd
    · convert (Complex.hasSum_cosh z).smul_const (1 : Matrix (Fin 2) (Fin 2) ℂ) using 2 with k
      rw [smul_pow, hE, smul_smul, div_eq_inv_mul]
    · convert (Complex.hasSum_sinh z).smul_const A using 2 with k
      rw [smul_pow, pow_succ A, hE, one_mul, smul_smul, div_eq_inv_mul]
  rw [NormedSpace.exp_eq_tsum ℂ]
  exact h.tsum_eq

/-- The Pauli matrices `σx` and `σz` both square to one. -/
theorem exp_of_sq_eq_one_witness : σx * σx = 1 ∧ σz * σz = 1 := by
  constructor <;> ext i j <;> fin_cases i <;> fin_cases j <;>
    simp [σx, σz, Matrix.mul_apply, Fin.sum_univ_two]

/-- The trace of `σy E` measures the antisymmetric part of `E`. -/
theorem trace_σy_mul (E : Matrix (Fin 2) (Fin 2) ℂ) :
    trace (σy * E) = Complex.I * (E 0 1 - E 1 0) := by
  simp only [σy, Matrix.trace_fin_two, Matrix.mul_apply, Fin.sum_univ_two]
  simp
  ring

/-- The asymmetric slice written out as a two-by-two matrix. -/
theorem slice_eq (a b : ℂ) : slice a b =
    !![Complex.cosh a * (Complex.cosh b + Complex.sinh b),
       Complex.sinh a * (Complex.cosh b - Complex.sinh b);
       Complex.sinh a * (Complex.cosh b + Complex.sinh b),
       Complex.cosh a * (Complex.cosh b - Complex.sinh b)] := by
  rw [slice, exp_of_sq_eq_one a exp_of_sq_eq_one_witness.1,
    exp_of_sq_eq_one b exp_of_sq_eq_one_witness.2]
  ext i j
  fin_cases i <;> fin_cases j <;>
    simp [σx, σz, Matrix.mul_apply, Fin.sum_univ_two, sub_eq_add_neg]

/-- Exact trace of `σy` with `n` asymmetric slices, where `cosh θ = cosh a cosh b`:
`sinh θ tr(σy Sⁿ) = -2i sinh a sinh b sinh(nθ)`. -/
theorem trace_slice_pow (a b θ : ℂ) (n : ℕ)
    (hθ : Complex.cosh θ = Complex.cosh a * Complex.cosh b) :
    Complex.sinh θ * trace (σy * slice a b ^ n) =
      -2 * Complex.I * Complex.sinh a * Complex.sinh b * Complex.sinh (n * θ) := by
  have ha := Complex.cosh_sq_sub_sinh_sq a
  have hb := Complex.cosh_sq_sub_sinh_sq b
  -- Cayley-Hamilton for a slice of determinant one
  have hCH : slice a b * slice a b = (2 * Complex.cosh θ) • slice a b - 1 := by
    rw [hθ, slice_eq]
    ext i j
    fin_cases i <;> fin_cases j <;> simp [Matrix.mul_apply, Fin.sum_univ_two]
    · linear_combination (-(Complex.cosh b ^ 2 - Complex.sinh b ^ 2)) * ha - hb
    · ring
    · ring
    · linear_combination (-(Complex.cosh b ^ 2 - Complex.sinh b ^ 2)) * ha - hb
  have hpow : Complex.sinh θ • slice a b ^ n =
      Complex.sinh (n * θ) • slice a b - Complex.sinh ((n - 1) * θ) • 1 := by
    induction n with
    | zero => simp
    | succ n ih =>
      have e1 : Complex.sinh (((n + 1 : ℕ) : ℂ) * θ) =
          2 * Complex.cosh θ * Complex.sinh (n * θ) - Complex.sinh ((n - 1) * θ) := by
        rw [Nat.cast_succ, add_mul, sub_mul, one_mul, Complex.sinh_add, Complex.sinh_sub]
        ring
      have e2 : ((n + 1 : ℕ) : ℂ) - 1 = n := by push_cast; ring
      rw [pow_succ, ← smul_mul_assoc, ih, sub_mul, smul_mul_assoc, smul_mul_assoc,
        one_mul, hCH, e1, e2]
      module
  have h1 : trace (σy * slice a b) = -2 * Complex.I * Complex.sinh a * Complex.sinh b := by
    rw [trace_σy_mul, slice_eq]
    change Complex.I * (Complex.sinh a * (Complex.cosh b - Complex.sinh b) -
      Complex.sinh a * (Complex.cosh b + Complex.sinh b)) = _
    ring
  have h2 : trace (σy * 1) = 0 := by simp [σy, Matrix.trace_fin_two]
  rw [← smul_eq_mul, ← Matrix.trace_smul, ← mul_smul_comm, hpow, mul_sub, mul_smul_comm,
    mul_smul_comm, Matrix.trace_sub, Matrix.trace_smul, Matrix.trace_smul, h1, h2,
    smul_zero, sub_zero, smul_eq_mul]
  ring

end

end TraceSlicePow
```

Messages:

```
Main.lean:74:6: error: ring failed, ring expressions not equal
a b θ : ℂ
n : ℕ
hθ : Complex.cosh θ = Complex.cosh a * Complex.cosh b
ha : Complex.cosh a ^ 2 - Complex.sinh a ^ 2 = 1
hb : Complex.cosh b ^ 2 - Complex.sinh b ^ 2 = 1
⊢ -(Complex.cosh a ^ 2 * Complex.exp b * Complex.cosh b * 2) + Complex.cosh a ^ 2 * Complex.exp b ^ 2 +
              Complex.cosh a ^ 2 * Complex.cosh b ^ 2 -
            Complex.cosh a ^ 2 * Complex.sinh b ^ 2 +
          Complex.exp b * Complex.sinh a ^ 2 * Complex.exp (-b) -
        Complex.sinh a ^ 2 * Complex.cosh b ^ 2 +
      Complex.sinh a ^ 2 * Complex.sinh b ^ 2 =
    0
Try this:
  [apply] ring_nf
  
  The `ring` tactic failed to close the goal. Use `ring_nf` to obtain a normal form.
    
  Note that `ring` works primarily in *commutative* rings. If you have a noncommutative ring, abelian group or module, consider using `noncomm_ring`, `abel` or `module` instead.
Main.lean:75:4: error: unsolved goals
case «0».«1»
a b θ : ℂ
n : ℕ
hθ : Complex.cosh θ = Complex.cosh a * Complex.cosh b
ha : Complex.cosh a ^ 2 - Complex.sinh a ^ 2 = 1
hb : Complex.cosh b ^ 2 - Complex.sinh b ^ 2 = 1
⊢ Complex.cosh a * Complex.exp b * Complex.sinh a * Complex.exp (-b) +
      Complex.cosh a * Complex.sinh a * Complex.exp (-b) ^ 2 =
    Complex.cosh a * Complex.sinh a * Complex.exp (-b) * Complex.cosh b * 2
Try this:
  [apply] ring_nf
  
  The `ring` tactic failed to close the goal. Use `ring_nf` to obtain a normal form.
    
  Note that `ring` works primarily in *commutative* rings. If you have a noncommutative ring, abelian group or module, consider using `noncomm_ring`, `abel` or `module` instead.
Main.lean:76:4: error: unsolved goals
case «1».«0»
a b θ : ℂ
n : ℕ
hθ : Complex.cosh θ = Complex.cosh a * Complex.cosh b
ha : Complex.cosh a ^ 2 - Complex.sinh a ^ 2 = 1
hb : Complex.cosh b ^ 2 - Complex.sinh b ^ 2 = 1
⊢ Complex.sinh a * Complex.exp b * Complex.cosh a * Complex.exp (-b) +
      Complex.sinh a * Complex.exp b ^ 2 * Complex.cosh a =
    Complex.sinh a * Complex.exp b * Complex.cosh a * Complex.cosh b * 2
Main.lean:77:6: error: ring failed, ring expressions not equal
a b θ : ℂ
n : ℕ
hθ : Complex.cosh θ = Complex.cosh a * Complex.cosh b
ha : Complex.cosh a ^ 2 - Complex.sinh a ^ 2 = 1
hb : Complex.cosh b ^ 2 - Complex.sinh b ^ 2 = 1
⊢ Complex.sinh a ^ 2 * Complex.exp b * Complex.exp (-b) - Complex.sinh a ^ 2 * Complex.cosh b ^ 2 +
              Complex.sinh a ^ 2 * Complex.sinh b ^ 2 -
            Complex.exp (-b) * Complex.cosh a ^ 2 * Complex.cosh b * 2 +
          Complex.exp (-b) ^ 2 * Complex.cosh a ^ 2 +
        Complex.cosh a ^ 2 * Complex.cosh b ^ 2 -
      Complex.cosh a ^ 2 * Complex.sinh b ^ 2 =
    0
```

The repair, with which the file compiles:

```diff
@@ -71,5 +71,6 @@
     rw [hθ, slice_eq]
     ext i j
-    fin_cases i <;> fin_cases j <;> simp [Matrix.mul_apply, Fin.sum_univ_two]
+    fin_cases i <;> fin_cases j <;> simp [Matrix.mul_apply, Fin.sum_univ_two,
+      -Complex.cosh_add_sinh, -Complex.cosh_sub_sinh]
     · linear_combination (-(Complex.cosh b ^ 2 - Complex.sinh b ^ 2)) * ha - hb
     · ring
```

Diagnosis. All four errors lie in the proof of `hCH`, one for each matrix entry. The entries supplied by `slice_eq` contain cosh b + sinh b and cosh b − sinh b, which `simp` rewrites to exp b and exp(−b) by the simp lemmas `Complex.cosh_add_sinh` and `Complex.cosh_sub_sinh`. The factor cosh b that came from `hθ` stays as it is, so the goals mix the two forms.

`ring` does not know how these functions are related. The off-diagonal goals now need exp b + exp(−b) = 2 cosh b, so `ring` leaves them unsolved. On the diagonal, `linear_combination` uses `ha` and `hb`, which speak only of cosh and sinh, and its final `ring` check fails on the leftover exponentials.

The diff excludes both lemmas from this `simp` call with minus signs. The entries then stay in cosh and sinh: the off-diagonal goals are plain polynomial identities, and the diagonal ones follow from `ha` and `hb` with the coefficients already given.
